# For every square-well strength, exactly one positive root of the even-state condition lies below min(z₀, π/2)

A particle of mass $m$ moves on a line in a well of depth $V_0>0$ and half-width $a$. Lengths are measured in units of $a$ and energies in units of $\hbar^2/(2ma^2)$. The only remaining parameter is the strength $z_0=a\sqrt{2mV_0}/\hbar$, and the potential is

$$V(x)=\begin{cases}-z_0^2, & |x|\le 1,\\ 0, & |x|>1.\end{cases}$$

The zero of energy is the potential outside the well, so bound states have negative energy. The even trial wave has wave number $z$ inside the well and decay rate $\kappa$ outside:

$$\psi(x)=\begin{cases}\cos(zx), & |x|\le 1,\\ \cos z\;e^{-\kappa(|x|-1)}, & |x|>1.\end{cases}$$

It is continuous by construction, and its value at the centre is 1. The stationary equation is $-\psi''+V\psi=E\psi$ with $E=-\kappa^2$ and $\kappa^2=z_0^2-z^2$.

## One root, with a bracket for it

For every $z_0>0$ there is exactly one $z$ with

$$0<z<\min(z_0,\pi/2),\qquad z\tan z=\sqrt{z_0^2-z^2}.$$

In this range the condition is equivalent to $z=z_0\cos z$. It is also equivalent to the trial wave with $\kappa=\sqrt{z_0^2-z^2}$ being differentiable on the whole line.

## Reference energies for a one-dimensional solver

The root gives a reference energy for testing a grid or basis-set code on a single particle in one dimension. A bisection routine can work with $f(z)=z-z_0\cos z$ on $[0,\pi/2]$, where $f(0)=-z_0<0$ and $f(\pi/2)=\pi/2>0$. This form avoids both the pole of the tangent and the square root.

At the root $\kappa=z_0\sin z$, so the energy can be computed as $E=-z_0^2\sin^2 z$. For a shallow well this avoids the cancellation in $z^2-z_0^2$. To compare wave functions, divide $\psi$ by $\sqrt{1+1/\kappa}$, which normalises it in the scaled coordinate; this integral is elementary but is not part of the Lean file.

## From the matching condition to a single crossing

**Away from the walls.** Inside the well $\psi''=-z^2\psi$, so

$$-\psi''+V\psi=(z^2-z_0^2)\psi=-\kappa^2\psi.$$

Outside, the wave is $\cos z\,e^{-\kappa(x-1)}$ on the right and $\cos z\,e^{\kappa(x+1)}$ on the left. In both regions $\psi''=\kappa^2\psi$ and $V=0$, which again gives $-\psi''+V\psi=-\kappa^2\psi$.

**At the walls.** The slope at $x=1$ is $-z\sin z$ from inside and $-\kappa\cos z$ from outside. The wave is differentiable there exactly when $z\sin z=\kappa\cos z$. If $\cos z\ne0$, division gives $z\tan z=\kappa$. Since $\psi(-x)=\psi(x)$, the same condition settles the wall at $x=-1$.

**Removing the square root.** Let $0<z<\pi/2$ and $z<z_0$. Squaring $z\tan z=\sqrt{z_0^2-z^2}$ gives

$$z^2(1+\tan^2z)=z_0^2,\qquad\text{hence}\qquad z^2=z_0^2\cos^2z.$$

Both $z$ and $z_0\cos z$ are positive, so $z=z_0\cos z$. Conversely, if $z=z_0\cos z$, then $z\tan z=z_0\sin z$ and $z_0^2-z^2=z_0^2\sin^2z$. Because $\sin z>0$, the square root of the latter is $z_0\sin z$, and the original condition holds.

**Existence.** The continuous function $f(z)=z-z_0\cos z$ changes sign between $0$ and $\pi/2$, so it has a root strictly between them. There $\cos z<1$, and therefore $z=z_0\cos z<z_0$.

**Uniqueness.** Suppose $y<z$ are two roots in the range. The cosine decreases strictly on $[0,\pi/2]$, so $y=z_0\cos y>z_0\cos z=z$, a contradiction.

The positivity of $z_0\cos z$ used after squaring is no longer guaranteed when a code searches for higher even states. Beyond $\pi/2$, the equation $z=z_0\cos z$ misses the genuine even roots with $\cos z<0$. In deep wells it also admits roots with $\tan z<0$, for which matching would require a wave that grows outside the well. A search over higher branches can instead use $z=z_0|\cos z|$ together with the sign condition $\tan z>0$.

## The Lean file

```lean
import Mathlib

open Real Set Filter Topology

namespace FiniteSquareWell

noncomputable section

/-- The square well of strength `z0`, with lengths in units of the half-width `a` and
energies in units of `ħ² / (2 m a²)`. -/
def wellPotential (z0 x : ℝ) : ℝ := if |x| ≤ 1 then -z0 ^ 2 else 0

/-- The even trial wave: a cosine of wave number `z` inside the well, continued
by an exponential with rate `κ` outside. -/
def wave (z κ x : ℝ) : ℝ :=
  if |x| ≤ 1 then cos (z * x) else cos z * exp (-κ * (|x| - 1))

private lemma wave_inner {z κ x : ℝ} (h : |x| ≤ 1) : wave z κ x = cos (z * x) := if_pos h

private lemma wave_even (z κ x : ℝ) : wave z κ (-x) = wave z κ x := by
  simp [wave]

private lemma wave_right {z κ x : ℝ} (h : 1 ≤ x) :
    wave z κ x = cos z * exp (-κ * (x - 1)) := by
  have ha : |x| = x := abs_of_pos (by linarith)
  rcases h.eq_or_lt with h1 | h1
  · rw [← h1]
    simp [wave]
  · rw [wave, ha, if_neg (not_le.2 h1)]

private lemma hd_cos (z y : ℝ) :
    HasDerivAt (fun y => cos (z * y)) (-z * sin (z * y)) y :=
  (((hasDerivAt_id' y).const_mul z).cos).congr_deriv (by ring)

private lemma hd_sin (z y : ℝ) :
    HasDerivAt (fun y => -z * sin (z * y)) (-z * (z * cos (z * y))) y :=
  ((((hasDerivAt_id' y).const_mul z).sin).const_mul (-z)).congr_deriv (by ring)

private lemma hd_exp (c s b y : ℝ) :
    HasDerivAt (fun y => c * exp (s * (y - b))) (c * s * exp (s * (y - b))) y :=
  (((((hasDerivAt_id' y).sub_const b).const_mul s).exp).const_mul c).congr_deriv (by ring)

private lemma second_deriv {f g g' : ℝ → ℝ} {x c : ℝ} (h : f =ᶠ[𝓝 x] g)
    (h1 : ∀ y, HasDerivAt g (g' y) y) (h2 : HasDerivAt g' c x) :
    DifferentiableAt ℝ f x ∧ deriv (deriv f) x = c := by
  have e : deriv g = g' := funext fun y => (h1 y).deriv
  refine ⟨((h1 x).congr_of_eventuallyEq h).differentiableAt, ?_⟩
  rw [h.deriv.deriv_eq, e]
  exact h2.deriv

/-- Away from the walls the trial wave is differentiable and solves the stationary
Schrödinger equation with energy `-κ²`, provided `κ² = z0² - z²`. -/
theorem wave_schrodinger {z0 z κ x : ℝ} (hκ : κ ^ 2 = z0 ^ 2 - z ^ 2) (hx : |x| ≠ 1) :
    DifferentiableAt ℝ (wave z κ) x ∧
      -deriv (deriv (wave z κ)) x + wellPotential z0 x * wave z κ x
        = -κ ^ 2 * wave z κ x := by
  rcases lt_or_gt_of_ne hx with h | h
  · -- inside the well
    have hn : ∀ᶠ y in 𝓝 x, |y| < 1 :=
      (isOpen_lt continuous_abs continuous_const).mem_nhds h
    have e : wave z κ =ᶠ[𝓝 x] fun y => cos (z * y) := by
      filter_upwards [hn] with y hy
      exact wave_inner hy.le
    obtain ⟨hd, h2⟩ := second_deriv e (hd_cos z) (hd_sin z x)
    refine ⟨hd, ?_⟩
    rw [h2, wave_inner h.le, wellPotential, if_pos h.le]
    linear_combination cos (z * x) * hκ
  · rcases lt_abs.1 h with h' | h'
    · -- to the right of the well
      have e : wave z κ =ᶠ[𝓝 x] fun y => cos z * exp (-κ * (y - 1)) := by
        filter_upwards [Ioi_mem_nhds h'] with y hy
        exact wave_right (le_of_lt hy)
      obtain ⟨hd, h2⟩ := second_deriv e (hd_exp (cos z) (-κ) 1)
        (hd_exp (cos z * -κ) (-κ) 1 x)
      refine ⟨hd, ?_⟩
      rw [h2, wave_right h'.le, wellPotential, if_neg (not_le.2 h)]
      ring
    · -- to the left of the well
      have hl : ∀ y : ℝ, y < -1 → wave z κ y = cos z * exp (κ * (y - -1)) := by
        intro y hy
        rw [← wave_even, wave_right (by linarith),
          show -κ * (-y - 1) = κ * (y - -1) by ring]
      have hx' : x < -1 := by linarith
      have e : wave z κ =ᶠ[𝓝 x] fun y => cos z * exp (κ * (y - -1)) := by
        filter_upwards [Iio_mem_nhds hx'] with y hy
        exact hl y hy
      obtain ⟨hd, h2⟩ := second_deriv e (hd_exp (cos z) κ (-1))
        (hd_exp (cos z * κ) κ (-1) x)
      refine ⟨hd, ?_⟩
      rw [h2, hl x hx', wellPotential, if_neg (not_le.2 h)]
      ring

/-- If `cos z ≠ 0`, the trial wave is differentiable at the wall `x = 1` exactly when
`z tan z = κ`. -/
theorem differentiableAt_wall_iff {z κ : ℝ} (hz : cos z ≠ 0) :
    DifferentiableAt ℝ (wave z κ) 1 ↔ z * tan z = κ := by
  have ht : tan z * cos z = sin z := tan_mul_cos hz
  -- the slopes on the two sides of the wall
  have hL : HasDerivWithinAt (wave z κ) (-z * sin z) (Icc 0 1) 1 := by
    have h := (hd_cos z 1).hasDerivWithinAt (s := Icc 0 1)
    rw [mul_one] at h
    exact h.congr (fun x hx => wave_inner (abs_le.2 ⟨by linarith [hx.1], hx.2⟩))
      (wave_inner (by simp))
  have hR : HasDerivWithinAt (wave z κ) (cos z * -κ) (Ici 1) 1 := by
    have h := (hd_exp (cos z) (-κ) 1 1).hasDerivWithinAt (s := Ici 1)
    rw [sub_self, mul_zero, exp_zero, mul_one] at h
    exact h.congr (fun x hx => wave_right hx) (wave_right le_rfl)
  constructor
  · intro hd
    have h1 := UniqueDiffWithinAt.eq_deriv _
      (uniqueDiffOn_Icc (zero_lt_one' ℝ) 1 ⟨zero_le_one, le_rfl⟩)
      hL hd.hasDerivAt.hasDerivWithinAt
    have h2 := UniqueDiffWithinAt.eq_deriv _ (uniqueDiffOn_Ici (1 : ℝ) 1 self_mem_Ici)
      hR hd.hasDerivAt.hasDerivWithinAt
    have h := h1.trans h2.symm
    apply mul_right_cancel₀ hz
    linear_combination z * ht - h
  · intro h
    have hs : -z * sin z = cos z * -κ := by linear_combination z * ht - cos z * h
    rw [← hs] at hR
    refine ((hL.union hR).hasDerivAt ?_).differentiableAt
    rw [Icc_union_Ici_eq_Ici zero_le_one]
    exact Ici_mem_nhds zero_lt_one

/-- If `cos z ≠ 0`, the trial wave is differentiable on the whole line exactly when
`z tan z = κ`. -/
theorem differentiable_wave_iff {z κ : ℝ} (hz : cos z ≠ 0) :
    Differentiable ℝ (wave z κ) ↔ z * tan z = κ := by
  refine ⟨fun h => (differentiableAt_wall_iff hz).1 (h 1), fun h x => ?_⟩
  have h1 := (differentiableAt_wall_iff hz).2 h
  by_cases hx : |x| = 1
  · rcases (abs_eq zero_le_one).1 hx with rfl | rfl
    · exact h1
    · -- the left wall follows by reflection
      have e : wave z κ = wave z κ ∘ fun y => -y := funext fun y => (wave_even z κ y).symm
      rw [e]
      refine DifferentiableAt.comp (-1 : ℝ) ?_ differentiable_neg.differentiableAt
      rw [neg_neg]
      exact h1
  · have hk : κ ^ 2 = √(κ ^ 2 + z ^ 2) ^ 2 - z ^ 2 := by
      rw [Real.sq_sqrt (by positivity)]
      ring
    exact (wave_schrodinger hk hx).1

/-- For `0 < z < π/2` and `z < z0`, the even-state condition is equivalent to
`z = z0 cos z`. -/
theorem even_condition_iff {z0 z : ℝ} (hz : 0 < z) (hp : z < π / 2) (h0 : z < z0) :
    z * tan z = √(z0 ^ 2 - z ^ 2) ↔ z = z0 * cos z := by
  have hc : 0 < cos z := cos_pos_of_mem_Ioo ⟨by linarith, hp⟩
  have hsin : 0 < sin z := sin_pos_of_pos_of_lt_pi hz (by linarith)
  have ht : tan z * cos z = sin z := tan_mul_cos hc.ne'
  have hs := sin_sq_add_cos_sq z
  have hz0 : 0 < z0 := hz.trans h0
  constructor
  · intro h
    have h2 : (z * tan z) ^ 2 = z0 ^ 2 - z ^ 2 := by
      rw [h, Real.sq_sqrt (by nlinarith)]
    refine (sq_eq_sq₀ hz.le (by positivity)).1 ?_
    linear_combination cos z ^ 2 * h2 - z ^ 2 * hs - z ^ 2 * (tan z * cos z + sin z) * ht
  · intro h
    have h1 : z * tan z = z0 * sin z := by linear_combination tan z * h + z0 * ht
    have h2 : z0 ^ 2 - z ^ 2 = (z0 * sin z) ^ 2 := by
      linear_combination -(z + z0 * cos z) * h - z0 ^ 2 * hs
    rw [h1, h2, Real.sqrt_sq (by positivity)]

/-- For each well strength `z0 > 0` exactly one `z` with `0 < z < min(z0, π/2)` solves
the even-state condition `z tan z = √(z0² - z²)`. -/
theorem existsUnique_even_state {z0 : ℝ} (hz0 : 0 < z0) :
    ∃! z, 0 < z ∧ z < min z0 (π / 2) ∧ z * tan z = √(z0 ^ 2 - z ^ 2) := by
  have hm : (0 : ℝ) ∈ Ioo (0 - z0 * cos 0) (π / 2 - z0 * cos (π / 2)) := by
    rw [cos_zero, cos_pi_div_two]
    exact ⟨by linarith, by linarith [pi_pos]⟩
  -- existence: `z - z0 cos z` changes sign between `0` and `π/2`
  obtain ⟨z, ⟨h0, h1⟩, hz⟩ := intermediate_value_Ioo (f := fun z => z - z0 * cos z)
    pi_div_two_pos.le (by fun_prop) hm
  have hz' : z = z0 * cos z := sub_eq_zero.1 hz
  have hsin : 0 < sin z := sin_pos_of_pos_of_lt_pi h0 (by linarith)
  have hc : cos z < 1 := by nlinarith [sin_sq_add_cos_sq z, pow_pos hsin 2]
  have hlt : z < z0 := by linarith [mul_lt_mul_of_pos_left hc hz0]
  refine ⟨z, ⟨h0, lt_min hlt h1, (even_condition_iff h0 h1 hlt).2 hz'⟩, ?_⟩
  -- uniqueness: the cosine decreases strictly
  rintro y ⟨hy0, hy, hyc⟩
  obtain ⟨hy1, hy2⟩ := lt_min_iff.1 hy
  have hy' := (even_condition_iff hy0 hy2 hy1).1 hyc
  rcases lt_trichotomy y z with h | h | h
  · have hcos := cos_lt_cos_of_nonneg_of_le_pi_div_two hy0.le h1.le h
    linarith [mul_lt_mul_of_pos_left hcos hz0]
  · exact h
  · have hcos := cos_lt_cos_of_nonneg_of_le_pi_div_two h0.le hy2.le h
    linarith [mul_lt_mul_of_pos_left hcos hz0]

/-- For each `z0 > 0` there is exactly one `z` with `0 < z < min(z0, π/2)` for which the
trial wave with decay rate `√(z0² - z²)` is differentiable on the whole line. -/
theorem existsUnique_differentiable_wave {z0 : ℝ} (hz0 : 0 < z0) :
    ∃! z, 0 < z ∧ z < min z0 (π / 2) ∧
      Differentiable ℝ (wave z (√(z0 ^ 2 - z ^ 2))) := by
  have hc : ∀ y, 0 < y → y < min z0 (π / 2) → cos y ≠ 0 := fun y h h' =>
    (cos_pos_of_mem_Ioo ⟨by linarith [pi_pos], (lt_min_iff.1 h').2⟩).ne'
  obtain ⟨z, ⟨h0, h1, h2⟩, hu⟩ := existsUnique_even_state hz0
  refine ⟨z, ⟨h0, h1, (differentiable_wave_iff (hc z h0 h1)).2 h2⟩, ?_⟩
  rintro y ⟨hy0, hy1, hy2⟩
  exact hu y ⟨hy0, hy1, (differentiable_wave_iff (hc y hy0 hy1)).1 hy2⟩

end

end FiniteSquareWell
```

```lean
#print axioms FiniteSquareWell.existsUnique_even_state
-- 'FiniteSquareWell.existsUnique_even_state' depends on axioms: [propext, Classical.choice, Quot.sound]
#print axioms FiniteSquareWell.existsUnique_differentiable_wave
-- 'FiniteSquareWell.existsUnique_differentiable_wave' depends on axioms: [propext, Classical.choice, Quot.sound]
```

## How the Lean statements describe the well

`wellPotential z0 x` is $V(x)$ and `wave z κ x` is $\psi(x)$, with all parameters real. The derivatives are ordinary real derivatives. The walls belong to the inner branch of both definitions.

`wave_schrodinger` says that at any point with $|x|\ne1$ the trial wave is differentiable and satisfies the stationary equation with energy $-\kappa^2$. Its hypothesis `hκ` is the energy balance $\kappa^2=z_0^2-z^2$: the kinetic energy inside and the decay rate outside must belong to the same total energy. The walls are excluded because the potential jumps there, and a bound state's second derivative jumps with it.

`differentiable_wave_iff` supplies the matching condition, assuming $\cos z\ne0$. This excludes waves that vanish at the wall and everywhere outside. Lean assigns $\tan(\pi/2)$ the value 0, so without the hypothesis the condition would accept $z=\pi/2$, $\kappa=0$, although that wave has a kink.

`existsUnique_even_state` is the root statement; `∃!` means that a suitable $z$ exists and that any other suitable value equals it. `existsUnique_differentiable_wave` replaces the equation for $z$ by differentiability of the wave. Since $z<z_0$, the choice $\kappa=\sqrt{z_0^2-z^2}$ is positive and satisfies `hκ`, so `wave_schrodinger` applies to the selected wave and gives it negative energy.

## How the proof follows the calculation

`wave_inner`, `wave_right` and `wave_even` provide the branch formulas and the symmetry. `wave_right` includes the wall itself, where the two branches agree. `hd_cos`, `hd_sin` and `hd_exp` differentiate these formulas, and `second_deriv` transfers the results to a function that agrees with a formula near a point. `wave_schrodinger` then treats the inside, the right and the left separately.

In `differentiableAt_wall_iff`, `hL` and `hR` are the slopes on $[0,1]$ and $[1,\infty)$. If the wave is differentiable, uniqueness of the derivative on each interval makes the slopes equal. Conversely, equal slopes combine into a derivative on the union of the intervals, which surrounds the wall. `differentiable_wave_iff` reaches the left wall by reflection. At all other points it uses `wave_schrodinger` with the auxiliary strength $\sqrt{\kappa^2+z^2}$, which makes the energy balance hold automatically.

`even_condition_iff` carries out the squaring argument. The `linear_combination` steps check the trigonometric algebra, while `sq_eq_sq₀` uses the two signs to take the root. In `existsUnique_even_state`, `intermediate_value_Ioo` finds the crossing, and `lt_trichotomy` splits the comparison of two roots into three cases, two of which contradict the decrease of the cosine. The final theorem translates this result through `differentiable_wave_iff`.

## Higher states, other potentials and the operator picture

Uniqueness refers to the interval $0<z<\min(z_0,\pi/2)$. A well with $z_0>\pi$ has further even states at larger $z$, and odd states have a different matching condition. The theorems concern a one-dimensional square well with equal outer levels; they do not treat other attractive shapes, unequal walls or interacting particles. Nor do they bound the discretisation or rounding error of a numerical solver.

The trial form is also part of the model: the uniqueness theorem compares values of $z$ within this family, not arbitrary wave functions. An alternative formulation would define a bound state as a square-integrable eigenfunction of the Hamiltonian operator. The statement would then concern the spectrum directly, but its proof would also need the operator's domain, the integrability of the wave, and an argument that every even eigenfunction with negative energy has the cosine-and-exponential form up to a constant factor.
